# The two-point finite-difference Weizsäcker energy of a one-dimensional C¹ amplitude never exceeds the continuum value and converges to it on equal cells

**Q:** Take $u=x^2$ on $[0,L]$ with a single cell. The continuum energy is $\int_0^L (2x)^2/2\,dx = 2L^3/3$, and the grid gives $(L^2)^2/(2L)=L^3/2$. Where did the missing $L^3/6$ go?

**A:** Into the variation of the slope. The grid sees only the mean slope, here $L$, and $\int_0^L(2x-L)^2/2\,dx=L^3/6$. For any continuously differentiable $u$ on a cell $[a,b]$, put $s=(u(b)-u(a))/(b-a)$. Since $\int_a^b u'\,dx=s(b-a)$,

$$\int_a^b\frac{(u'-s)^2}{2}dx=\int_a^b\frac{u'^2}{2}dx-s^2(b-a)+\frac{s^2(b-a)}{2}=\int_a^b\frac{u'^2}{2}dx-\frac{(u(b)-u(a))^2}{2(b-a)}.$$

The left side is non-negative. Summing over $M\ge1$ cells of width $h=L/M$, with nodes $x_i=ih$, shows that the grid energy is never too high.

**Q:** And the limit?

**A:** By the mean value theorem, $s=u'(c)$ for some $c$ in the cell. If $u'$ varies by at most $\varepsilon$ over distances up to $h$, each cell misses at most $h\varepsilon^2/2$, and the total is at most $Mh\varepsilon^2/2=\varepsilon^2L/2$. On a closed interval $u'$ is uniformly continuous, so a small enough $h$ makes $\varepsilon$ as small as we like. If $u'$ is Lipschitz with constant $K$, take $\varepsilon=Kh$: the error is at most $K^2h^2L/2$.

**Q:** Now the formal version. What does it take as differentiable, especially at the ends of the interval?

```lean
import Mathlib

open Set Filter Topology MeasureTheory

namespace GridWeizsaecker

noncomputable section

/-- The amplitude `u` is continuously differentiable on `[a, b]` with derivative `du`. -/
structure IsC1On (u du : ℝ → ℝ) (a b : ℝ) : Prop where
  deriv : ∀ x ∈ Icc a b, HasDerivWithinAt u (du x) (Icc a b) x
  cont : ContinuousOn du (Icc a b)
```

**A:** `IsC1On` says that `du` is the derivative of `u` relative to the closed interval, hence one-sided at the ends, and that `du` is continuous there. Values outside the interval play no role.

**Q:** Is the energy really Weizsäcker's?

```lean
/-- The Weizsaecker energy on `[0, L]`: half the integral of the squared derivative `du`
of the amplitude. -/
def weizsaecker (du : ℝ → ℝ) (L : ℝ) : ℝ := ∫ x in (0 : ℝ)..L, du x ^ 2 / 2
```

**A:** In atomic units and one dimension, yes: with density $n=u^2$, the integrand $u'^2/2$ equals $n'^2/(8n)$ wherever $n>0$. The definition receives only `du`; `IsC1On` ties it to `u`. Neither normalisation nor a boundary condition is imposed, and $u$ may change sign.

```lean
/-- The finite-difference energy of `u` on `M` cells of width `h`, with nodes `i * h`. -/
def gridEnergy (u : ℝ → ℝ) (h : ℝ) (M : ℕ) : ℝ :=
  ∑ i ∈ Finset.range M, (u (((i + 1 : ℕ) : ℝ) * h) - u ((i : ℝ) * h)) ^ 2 / (2 * h)
```

**Q:** Nothing there makes the cells fill the interval.

**A:** The theorems add that condition as `(M : ℝ) * h = L`, with `0 < L`. Together they force $M\ge1$ and $h>0$. The next lemmas restrict differentiability to a subinterval, derive the positive width, and place each cell inside $[0,L]$.

```lean
lemma IsC1On.mono {u du : ℝ → ℝ} {a b c d : ℝ} (hu : IsC1On u du a b)
    (hs : Icc c d ⊆ Icc a b) : IsC1On u du c d :=
  ⟨fun x hx => (hu.deriv x (hs hx)).mono hs, hu.cont.mono hs⟩

lemma width_pos {L h : ℝ} {M : ℕ} (hL : 0 < L) (hM : (M : ℝ) * h = L) : 0 < h := by
  by_contra hn
  have h1 : 0 ≤ -h := by linarith [not_lt.mp hn]
  have h2 := mul_nonneg (Nat.cast_nonneg (α := ℝ) M) h1
  linarith [mul_neg (M : ℝ) h]

lemma cell_lt {h : ℝ} (hh : 0 < h) (i : ℕ) : (i : ℝ) * h < ((i + 1 : ℕ) : ℝ) * h := by
  push_cast
  linarith [add_mul (i : ℝ) 1 h]

lemma cell_subset {L h : ℝ} {M i : ℕ} (hh : 0 < h) (hM : (M : ℝ) * h = L) (hi : i < M) :
    Icc ((i : ℝ) * h) (((i + 1 : ℕ) : ℝ) * h) ⊆ Icc 0 L := by
  apply Icc_subset_Icc
  · positivity
  · rw [← hM]
    exact mul_le_mul_of_nonneg_right (by exact_mod_cast (show i + 1 ≤ M from hi)) hh.le

lemma cell_width (h : ℝ) (i : ℕ) : ((i + 1 : ℕ) : ℝ) * h - (i : ℝ) * h = h := by
  push_cast
  ring
```

**Q:** Where is the identity for one cell?

**A:** Here. `ftc` is the fundamental theorem of calculus, `e` expands the square, and the integral is then split term by term.

```lean
/-- On one cell, the energy missed by the difference quotient is half the integrated squared
deviation of the derivative from the mean slope. -/
theorem cell_defect {u du : ℝ → ℝ} {a b : ℝ} (hab : a < b) (hu : IsC1On u du a b) :
    (∫ x in a..b, du x ^ 2 / 2) - (u b - u a) ^ 2 / (2 * (b - a))
      = ∫ x in a..b, (du x - (u b - u a) / (b - a)) ^ 2 / 2 := by
  have hd := hu.cont
  have ftc : ∫ x in a..b, du x = u b - u a :=
    intervalIntegral.integral_eq_sub_of_hasDerivAt_of_le hab.le
      (fun x hx => (hu.deriv x hx).continuousWithinAt)
      (fun x hx => (hu.deriv x (Ioo_subset_Icc_self hx)).hasDerivAt (Icc_mem_nhds hx.1 hx.2))
      (hd.intervalIntegrable_of_Icc hab.le)
  have hne : b - a ≠ 0 := (sub_pos.mpr hab).ne'
  generalize hs : (u b - u a) / (b - a) = s
  have hs' : u b - u a = s * (b - a) := by rw [← hs]; field_simp
  have c1 : ContinuousOn (fun x => du x ^ 2 / 2) (Icc a b) := (hd.pow 2).div_const 2
  have c2 : ContinuousOn (fun x => s * du x) (Icc a b) := continuousOn_const.mul hd
  have i1 : IntervalIntegrable (fun x => du x ^ 2 / 2) volume a b :=
    c1.intervalIntegrable_of_Icc hab.le
  have i2 : IntervalIntegrable (fun x => s * du x) volume a b :=
    c2.intervalIntegrable_of_Icc hab.le
  have i12 : IntervalIntegrable (fun x => du x ^ 2 / 2 - s * du x) volume a b :=
    (c1.sub c2).intervalIntegrable_of_Icc hab.le
  have i3 : IntervalIntegrable (fun _ : ℝ => s ^ 2 / 2) volume a b :=
    continuousOn_const.intervalIntegrable_of_Icc hab.le
  -- expand the square and integrate term by term
  have e : ∀ x, (du x - s) ^ 2 / 2 = du x ^ 2 / 2 - s * du x + s ^ 2 / 2 := fun x => by ring
  simp only [e]
  rw [intervalIntegral.integral_add i12 i3, intervalIntegral.integral_sub i1 i2,
    intervalIntegral.integral_const_mul, intervalIntegral.integral_const, ftc, hs', smul_eq_mul]
  have e2 : (s * (b - a)) ^ 2 / (2 * (b - a)) = s ^ 2 * (b - a) / 2 := by
    field_simp
  rw [e2]
  ring
```

Adjacent integrals add up to the integral over $[0,L]$, which gives an exact error formula for the whole grid.

```lean
/-- Exact grid error: the continuum energy minus the grid energy is the sum over cells of half
the integrated squared deviation of the derivative from the slope of the cell. -/
theorem grid_defect {u du : ℝ → ℝ} {L h : ℝ} {M : ℕ} (hL : 0 < L) (hu : IsC1On u du 0 L)
    (hM : (M : ℝ) * h = L) :
    weizsaecker du L - gridEnergy u h M = ∑ i ∈ Finset.range M,
      ∫ x in ((i : ℝ) * h)..(((i + 1 : ℕ) : ℝ) * h),
        (du x - (u (((i + 1 : ℕ) : ℝ) * h) - u ((i : ℝ) * h)) / h) ^ 2 / 2 := by
  have hh := width_pos hL hM
  have hsum := intervalIntegral.sum_integral_adjacent_intervals
    (f := fun x => du x ^ 2 / 2) (μ := volume) (a := fun k : ℕ => (k : ℝ) * h) (n := M)
    (fun k hk => ContinuousOn.intervalIntegrable_of_Icc (cell_lt hh k).le
      (((hu.cont.mono (cell_subset hh hM hk)).pow 2).div_const 2))
  simp only [Nat.cast_zero, zero_mul, hM] at hsum
  unfold weizsaecker gridEnergy
  rw [← hsum, ← Finset.sum_sub_distrib]
  refine Finset.sum_congr rfl fun i hi => ?_
  have key := cell_defect (cell_lt hh i) (hu.mono (cell_subset hh hM (Finset.mem_range.mp hi)))
  rw [cell_width] at key
  exact key
```

The lower bound follows because every term is non-negative.

```lean
/-- The grid energy never exceeds the Weizsaecker energy. -/
theorem gridEnergy_le {u du : ℝ → ℝ} {L h : ℝ} {M : ℕ} (hL : 0 < L) (hu : IsC1On u du 0 L)
    (hM : (M : ℝ) * h = L) : gridEnergy u h M ≤ weizsaecker du L := by
  rw [← sub_nonneg, grid_defect hL hu hM]
  exact Finset.sum_nonneg fun i _ => intervalIntegral.integral_nonneg
    (cell_lt (width_pos hL hM) i).le fun x _ => by positivity
```

**Q:** Does the error estimate use your mean value argument?

**A:** Yes. `exists_hasDerivAt_eq_slope` supplies $c$, `hosc` bounds $|u'(x)-u'(c)|$ by $\varepsilon$, and the `calc` block integrates the resulting bound over the cell.

```lean
/-- If the derivative varies by at most `ε` over distances up to the cell width, the grid energy
falls short of the Weizsaecker energy by at most `ε² L / 2`. -/
theorem grid_error_le {u du : ℝ → ℝ} {L h ε : ℝ} {M : ℕ} (hL : 0 < L) (hu : IsC1On u du 0 L)
    (hM : (M : ℝ) * h = L)
    (hosc : ∀ x ∈ Icc 0 L, ∀ y ∈ Icc 0 L, |x - y| ≤ h → |du x - du y| ≤ ε) :
    weizsaecker du L - gridEnergy u h M ≤ ε ^ 2 * L / 2 := by
  have hh := width_pos hL hM
  rw [grid_defect hL hu hM]
  have hcell : ∀ i ∈ Finset.range M,
      (∫ x in ((i : ℝ) * h)..(((i + 1 : ℕ) : ℝ) * h),
        (du x - (u (((i + 1 : ℕ) : ℝ) * h) - u ((i : ℝ) * h)) / h) ^ 2 / 2)
        ≤ h * (ε ^ 2 / 2) := by
    intro i hi
    have hsub := cell_subset hh hM (Finset.mem_range.mp hi)
    have hc := hu.mono hsub
    have hlt := cell_lt hh i
    have hw := cell_width h i
    -- the slope of the cell is a value of the derivative inside it
    obtain ⟨c, hcm, hcs⟩ := exists_hasDerivAt_eq_slope u du hlt
      (fun x hx => (hc.deriv x hx).continuousWithinAt)
      (fun x hx => (hc.deriv x (Ioo_subset_Icc_self hx)).hasDerivAt (Icc_mem_nhds hx.1 hx.2))
    rw [hw] at hcs
    rw [← hcs]
    calc _ ≤ ∫ _x in ((i : ℝ) * h)..(((i + 1 : ℕ) : ℝ) * h), ε ^ 2 / 2 := by
          refine intervalIntegral.integral_mono_on hlt.le
            (ContinuousOn.intervalIntegrable_of_Icc hlt.le
              (((hc.cont.sub continuousOn_const).pow 2).div_const 2))
            (continuousOn_const.intervalIntegrable_of_Icc hlt.le) fun x hx => ?_
          have hxc : |x - c| ≤ h :=
            abs_le.mpr ⟨by linarith [hx.1, hcm.2], by linarith [hx.2, hcm.1]⟩
          have hb := abs_le.mp (hosc x (hsub hx) c (hsub (Ioo_subset_Icc_self hcm)) hxc)
          linarith [sq_le_sq' hb.1 hb.2]
      _ = h * (ε ^ 2 / 2) := by
          rw [intervalIntegral.integral_const, hw, smul_eq_mul]
  refine (Finset.sum_le_sum hcell).trans (le_of_eq ?_)
  rw [Finset.sum_const, Finset.card_range, nsmul_eq_mul, ← hM]
  ring
```

**Q:** So which statement carries the physics?

**A:** The next one. Its first half is the bound for every admissible pair $M,h$; its second half is convergence with $h=L/M$. For a tolerance $\eta$ (called `ε` in the proof), it applies the estimate with oscillation $\sqrt{\eta/L}$, which leaves an error of at most $\eta/2$.

```lean
/-- The grid energy on equal cells is never above the Weizsaecker energy, and it converges to it
as the number of cells grows. -/
theorem gridEnergy_le_and_tendsto {u du : ℝ → ℝ} {L : ℝ} (hL : 0 < L) (hu : IsC1On u du 0 L) :
    (∀ (M : ℕ) (h : ℝ), (M : ℝ) * h = L → gridEnergy u h M ≤ weizsaecker du L) ∧
      Tendsto (fun M : ℕ => gridEnergy u (L / M) M) atTop (𝓝 (weizsaecker du L)) := by
  refine ⟨fun M h hM => gridEnergy_le hL hu hM, Metric.tendsto_atTop.mpr fun ε hε => ?_⟩
  -- uniform continuity of the derivative fixes the cell width that is needed
  obtain ⟨δ, hδ, huc⟩ := Metric.uniformContinuousOn_iff.mp
    (isCompact_Icc.uniformContinuousOn_of_continuous hu.cont) (√(ε / L))
    (Real.sqrt_pos.mpr (div_pos hε hL))
  obtain ⟨N, hN⟩ := exists_nat_gt (L / δ)
  refine ⟨N, fun M hMN => ?_⟩
  have hMN' : (N : ℝ) ≤ M := by exact_mod_cast hMN
  have hlt : L / δ < M := lt_of_lt_of_le hN hMN'
  have hM0 : (0 : ℝ) < M := (div_pos hL hδ).trans hlt
  have hw : L / M < δ := by
    rw [div_lt_iff₀ hδ] at hlt
    rw [div_lt_iff₀ hM0]
    linarith [mul_comm (M : ℝ) δ]
  have hM : (M : ℝ) * (L / M) = L := by field_simp
  have lower := gridEnergy_le hL hu hM
  have upper := grid_error_le (ε := √(ε / L)) hL hu hM fun x hx y hy hxy => by
    have hd := huc x hx y hy (by rw [Real.dist_eq]; exact lt_of_le_of_lt hxy hw)
    rw [Real.dist_eq] at hd
    exact hd.le
  rw [Real.sq_sqrt (div_pos hε hL).le, div_mul_cancel₀ _ hL.ne'] at upper
  rw [Real.dist_eq, abs_lt]
  constructor <;> linarith
```

**Q:** Then may I read a grid energy as a variational upper bound?

**A:** Not on this evidence: for a fixed, exactly sampled one-dimensional amplitude, this kinetic term approaches its continuum value from below. Potential energies, and amplitudes re-optimised on each grid, are not treated.

**Q:** How fast is the approach?

**A:** Second order in $h$ when the derivative is Lipschitz. The proof first deduces $K\ge0$ from the points $0$ and $L$, then sets the oscillation to $Kh$.

```lean
/-- If the derivative is Lipschitz with constant `K`, the grid error is at most
`K² h² L / 2`. -/
theorem grid_error_second_order {u du : ℝ → ℝ} {L h K : ℝ} {M : ℕ} (hL : 0 < L)
    (hu : IsC1On u du 0 L) (hM : (M : ℝ) * h = L)
    (hlip : ∀ x ∈ Icc 0 L, ∀ y ∈ Icc 0 L, |du x - du y| ≤ K * |x - y|) :
    weizsaecker du L - gridEnergy u h M ≤ (K * h) ^ 2 * L / 2 := by
  have hK : 0 ≤ K := by
    have h1 := (abs_nonneg _).trans (hlip L ⟨hL.le, le_rfl⟩ 0 ⟨le_rfl, hL.le⟩)
    rw [sub_zero, abs_of_pos hL] at h1
    by_contra hn
    nlinarith [not_le.mp hn]
  exact grid_error_le hL hu hM fun x hx y hy hxy =>
    (hlip x hx y hy).trans (mul_le_mul_of_nonneg_left hxy hK)
```

**Q:** Could a cleverer estimate improve the order?

**A:** Not for all such amplitudes, as your parabola shows. Cell $i$ contributes $h^3(2i+1)^2/2$, and $\sum_{i=0}^{M-1}(2i+1)^2=M(4M^2-1)/3$, so the grid energy is

$$\frac{h^3M(4M^2-1)}{6}=\frac{2L^3}{3}-\frac{Lh^2}{6}.$$

The error is exactly $Lh^2/6$, which for $M=1$ is your $L^3/6$. In Lean, `hG` proves the closed form by induction on the number of cells.

```lean
/-- For the parabola `u = x²` the grid error is exactly `L h² / 6`. -/
theorem grid_error_parabola {L h : ℝ} {M : ℕ} (hL : 0 < L) (hM : (M : ℝ) * h = L) :
    weizsaecker (fun x => 2 * x) L - gridEnergy (fun x => x ^ 2) h M = L * h ^ 2 / 6 := by
  have hh : h ≠ 0 := (width_pos hL hM).ne'
  have hW : weizsaecker (fun x => 2 * x) L = 2 * L ^ 3 / 3 := by
    have e : ∀ x : ℝ, (2 * x) ^ 2 / 2 = 2 * x ^ 2 := fun x => by ring
    simp only [weizsaecker, e, intervalIntegral.integral_const_mul, integral_pow]
    push_cast
    ring
  -- the sum of the odd squares in closed form
  have hG : ∀ n : ℕ, gridEnergy (fun x => x ^ 2) h n
      = h ^ 3 * (n * (4 * (n : ℝ) ^ 2 - 1)) / 6 := by
    intro n
    induction n with
    | zero => simp [gridEnergy]
    | succ n ih =>
      unfold gridEnergy at ih ⊢
      rw [Finset.sum_range_succ, ih]
      have e : ((((n + 1 : ℕ) : ℝ) * h) ^ 2 - ((n : ℝ) * h) ^ 2) ^ 2 / (2 * h)
          = h ^ 3 * (2 * (n : ℝ) + 1) ^ 2 / 2 := by
        rw [div_eq_iff (mul_ne_zero two_ne_zero hh)]
        push_cast
        ring
      rw [e]
      push_cast
      ring
  rw [hW, hG, ← hM]
  ring

end

end GridWeizsaecker
```

```lean
#print axioms GridWeizsaecker.gridEnergy_le_and_tendsto
#print axioms GridWeizsaecker.grid_error_second_order
#print axioms GridWeizsaecker.grid_error_parabola
```

```
'GridWeizsaecker.gridEnergy_le_and_tendsto' depends on axioms: [propext, Classical.choice, Quot.sound]
'GridWeizsaecker.grid_error_second_order' depends on axioms: [propext, Classical.choice, Quot.sound]
'GridWeizsaecker.grid_error_parabola' depends on axioms: [propext, Classical.choice, Quot.sound]
```
